# Finite-size error of the open-shell tight-binding ring with \(N = 4p\) sites

To obtain a bulk energy from a finite periodic cell, one computes the energy per site at several sizes \(N\) and extrapolates in a power of \(1/N\), or averages over boundary twists to reduce the error. Extrapolation assumes the power of the leading error and fits its coefficient. A uniform average over all twists uses neither, while weighting just two twists so that their leading errors cancel uses the ratio of their coefficients. The quantities of interest here are the power, sign and coefficient of the leading error. For non-interacting spinless fermions on a half-filled one-dimensional ring with uniform nearest-neighbour hopping, these follow from closed formulas, and the parts below derive them.

## Setting

The ring has \(N\) sites and real hopping \(t\). Periodic boundary conditions give the grid \(k = 2\pi r/N\) with integer \(r\), and the levels \(\varepsilon_r = -2t\cos(2\pi r/N)\).

```lean
import Mathlib

open Real Filter Topology Finset

namespace OpenShellRing

noncomputable section

/-- Tight-binding band energy `-2t cos k` at the grid point `k = 2πr/N`. -/
def level (t : ℝ) (N : ℕ) (r : ℤ) : ℝ := -2 * t * cos (2 * π * r / N)
```

Let \(N = 4p\) with a natural number \(p\). For \(t > 0\), half filling places \(2p\) particles: \(2p-1\) fill the levels \(|r| < p\), and the last sits in the degenerate pair \(r = \pm p\), whose energy \(-2t\cos(\pi/2)\) is zero. The shell is open, and the energy per site is
\[ e_{\rm o}(p) = \frac{1}{4p}\sum_{|r|<p} \varepsilon_r . \]
In Lean the index set is `Ioo (-(p : ℤ)) p`, the integers strictly between \(-p\) and \(p\). Each level counts once; two spin species, each half filled, would leave the levels unchanged and double the energy per site.

```lean
/-- Energy per site of the ring `N = 4p` with the levels `|r| < p` counted once each. -/
def openShellEnergy (t : ℝ) (p : ℕ) : ℝ :=
  1 / (4 * p : ℝ) * ∑ r ∈ Ioo (-(p : ℤ)) p, level t (4 * p) r
```

Two further quantities serve for comparison. For \(t > 0\), \(e_{\rm c}(4p)\) is the energy per site of the half-filled ring with \(N = 4p\) and antiperiodic boundary conditions, and \(e_\infty\) is that of the infinite half-filled chain:
\[ e_{\rm c}(N) = \frac{-2t}{N\sin(\pi/N)}, \qquad e_\infty = -\frac{2t}{\pi}. \]

```lean
/-- The function `-2t / (N sin(π/N))` of the ring size `N`. -/
def cosecEnergy (t : ℝ) (N : ℕ) : ℝ := -2 * t / (N * sin (π / N))

/-- The reference value `-2t/π`. -/
def bulkEnergy (t : ℝ) : ℝ := -2 * t / π
```

The file contains no Hamiltonian: the levels, the filling, \(e_{\rm c}\) and \(e_\infty\) enter as definitions, and their physical reading is supplied here without formal proof. One could instead define \(e_\infty\) as \(\frac{1}{2\pi}\int_{-\pi/2}^{\pi/2}(-2t\cos k)\,dk\), and \(e_{\rm c}(4p)\) as \(1/N\) times the sum of \(-2t\cos k\) over the antiperiodic grid \(k = (2r+1)\pi/N\), \(-p \le r < p\). That would cost an integral and a second kernel identity, would turn (h) and (i) into statements about two twists of one ring, and would tie \(e_{\rm c}\) to \(N = 4p\), whereas (g) lets \(N\) run through all natural numbers.

## (a) The Dirichlet kernel

**Task.** For natural \(n\) and real \(x\), with \(S_n = \sum_{|r|\le n}\cos 2rx\), show \(\sin x\, S_n = \sin((2n+1)x)\).

**Solution.** For \(n = 0\) both sides are \(\sin x\). Passing to \(n+1\) adds \(r = \pm(n+1)\), so \(S_{n+1} = S_n + 2\cos y\) with \(y = 2(n+1)x\). Since \((2n+1)x = y - x\) and \((2n+3)x = y + x\),
\[ \sin x\, S_{n+1} = \sin(y-x) + 2\cos y \sin x = \sin(y+x). \]
In the code, `hI` splits off the two new indices, `h1` and `h2` identify both new terms with \(\cos y\), `h3` and `h4` are the addition formulas, and `linear_combination` adds them to the induction hypothesis. The product form needs no condition on \(\sin x\).

```lean
/-- Dirichlet kernel: `sin x` times the sum of `cos 2rx` over `|r| ≤ n` is `sin((2n+1)x)`. -/
theorem dirichlet_kernel (n : ℕ) (x : ℝ) :
    sin x * ∑ r ∈ Icc (-(n : ℤ)) n, cos (2 * (r : ℝ) * x) = sin ((2 * n + 1) * x) := by
  induction n with
  | zero => simp
  | succ n ih =>
    -- the pair of levels ±(n+1) is added
    have hI : Icc (-((n + 1 : ℕ) : ℤ)) ((n + 1 : ℕ) : ℤ)
        = insert ((n : ℤ) + 1) (insert (-((n : ℤ) + 1)) (Icc (-(n : ℤ)) n)) := by
      ext r
      simp only [mem_insert, mem_Icc]
      omega
    rw [hI, sum_insert (by simp only [mem_insert, mem_Icc]; omega),
      sum_insert (by simp only [mem_Icc]; omega)]
    obtain ⟨y, hy⟩ : ∃ y, y = 2 * ((n : ℝ) + 1) * x := ⟨_, rfl⟩
    have h1 : cos (2 * (((n : ℤ) + 1 : ℤ) : ℝ) * x) = cos y := by
      congr 1; rw [hy]; push_cast; ring
    have h2 : cos (2 * ((-((n : ℤ) + 1) : ℤ) : ℝ) * x) = cos y := by
      rw [← cos_neg y]; congr 1; rw [hy]; push_cast; ring
    have h3 : sin ((2 * ((n + 1 : ℕ) : ℝ) + 1) * x) = sin y * cos x + cos y * sin x := by
      rw [← sin_add]; congr 1; rw [hy]; push_cast; ring
    have h4 : sin ((2 * (n : ℝ) + 1) * x) = sin y * cos x - cos y * sin x := by
      rw [← sin_sub]; congr 1; rw [hy]; ring
    linear_combination ih + sin x * h1 + sin x * h2 - h3 + h4
```

## (b) Closed form of the open-shell energy

**Task.** For \(p \ge 1\) and any real \(t\), show \(e_{\rm o}(p) = -2t\cot(\pi/N)/N\) with \(N = 4p\).

**Solution.** Put \(n = p-1\) and \(x = \pi/N\). The conditions \(|r| < p\) and \(|r| \le n\) agree, and \(\varepsilon_r = -2t\cos 2rx\). The kernel's argument is
\[ (2n+1)x = \frac{(2p-1)\pi}{4p} = \frac{\pi}{2} - x, \]
so \(\sin x\, S_n = \cos x\). As \(0 < x < \pi\), the sine is positive, \(S_n = \cot x\), and \(e_{\rm o} = -2t\,S_n/N\). These steps are `hI`, `harg`, `hs`, `hS` and `hL`. At \(p = 1\), \(t = 1\) only \(r = 0\) contributes, \(e_{\rm o} = -2/4\), and the formula gives \(-2\cot(\pi/4)/4 = -1/2\).

```lean
/-- For `N = 4p`, `p ≥ 1`, the open-shell energy per site equals `-2t cot(π/N) / N`. -/
theorem openShellEnergy_eq (t : ℝ) {p : ℕ} (hp : 1 ≤ p) :
    openShellEnergy t p = -2 * t * cot (π / (4 * p)) / (4 * p) := by
  obtain ⟨n, hn⟩ : ∃ n, p = n + 1 := ⟨p - 1, by omega⟩
  have hp1 : (1 : ℝ) ≤ p := by exact_mod_cast hp
  have hnr : (n : ℝ) = p - 1 := by rw [hn]; push_cast; ring
  have hI : Ioo (-(p : ℤ)) p = Icc (-(n : ℤ)) n := by
    ext r
    simp only [mem_Ioo, mem_Icc]
    omega
  have hs : 0 < sin (π / (4 * p)) :=
    sin_pos_of_pos_of_lt_pi (div_pos pi_pos (by linarith)) (div_lt_self pi_pos (by linarith))
  -- the kernel's argument is π/2 - π/N
  have harg : (2 * (n : ℝ) + 1) * (π / (4 * p)) = π / 2 - π / (4 * p) := by
    have h0 : (p : ℝ) ≠ 0 := by linarith
    rw [hnr]
    field_simp
    ring
  have hD := dirichlet_kernel n (π / (4 * p))
  rw [harg, sin_pi_div_two_sub] at hD
  have hS : ∑ r ∈ Icc (-(n : ℤ)) n, cos (2 * (r : ℝ) * (π / (4 * p))) = cot (π / (4 * p)) := by
    rw [cot_eq_cos_div_sin, eq_div_iff hs.ne']
    linarith
  have hL : ∑ r ∈ Icc (-(n : ℤ)) n, level t (4 * p) r
      = -2 * t * ∑ r ∈ Icc (-(n : ℤ)) n, cos (2 * (r : ℝ) * (π / (4 * p))) := by
    rw [mul_sum]
    refine sum_congr rfl fun r _ => ?_
    have e : 2 * π * (r : ℝ) / ((4 * p : ℕ) : ℝ) = 2 * (r : ℝ) * (π / (4 * p)) := by
      push_cast; ring
    rw [level, e]
  rw [openShellEnergy, hI, hL, hS]
  ring
```

## (c) Leading Taylor terms

**Task.** With \(A(x) = (\sin x - x)/x^3\) and \(B(x) = (\cos x - 1)/x^2\), show \(A \to -1/6\) and \(B \to -1/2\) as \(x \to 0^+\).

**Solution.** For \(0 < x < 1\),
\[ A + \tfrac16 = \frac{\sin x - (x - x^3/6)}{x^3}, \qquad B + \tfrac12 = \frac{\cos x - (1 - x^2/2)}{x^2}. \]
The Taylor remainders in the numerators are bounded in size by \(x^5/120 \le x^4\) and \(x^4/24 \le x^3\). Hence \(|A + 1/6| \le x\) and \(|B + 1/2| \le x\), and both vanish with \(x\). The filter `𝓝[>] 0` expresses the approach to zero through positive values. Mathlib's `sin_bound` and `cos_bound` supply remainder bounds for \(|x| \le 1\) with their own constants, `nlinarith` weakens them to \(x^4\) and \(x^3\), and `squeeze_zero_norm'` concludes.

```lean
/-- As `x → 0⁺`, `(sin x - x)/x³ → -1/6` and `(cos x - 1)/x² → -1/2`. -/
theorem sin_cos_expansion :
    Tendsto (fun x : ℝ => (sin x - x) / x ^ 3) (𝓝[>] 0) (𝓝 (-1 / 6)) ∧
    Tendsto (fun x : ℝ => (cos x - 1) / x ^ 2) (𝓝[>] 0) (𝓝 (-1 / 2)) := by
  have hid : Tendsto (fun x : ℝ => x) (𝓝[>] 0) (𝓝 0) := tendsto_id.mono_left nhdsWithin_le_nhds
  constructor
  · refine tendsto_sub_nhds_zero_iff.1 (squeeze_zero_norm' ?_ hid)
    filter_upwards [Ioo_mem_nhdsGT (zero_lt_one' ℝ)] with x hx
    obtain ⟨h0, h1⟩ := hx
    have hne := h0.ne'
    show ‖(sin x - x) / x ^ 3 - -1 / 6‖ ≤ x
    have e : (sin x - x) / x ^ 3 - -1 / 6 = (sin x - (x - x ^ 3 / 6)) / x ^ 3 := by
      field_simp
      ring
    rw [e, Real.norm_eq_abs, abs_div, abs_of_pos (pow_pos h0 3), div_le_iff₀ (pow_pos h0 3)]
    refine (sin_bound (by rw [abs_of_pos h0]; exact h1.le)).trans ?_
    rw [abs_of_pos h0]
    nlinarith [pow_pos h0 4, pow_pos h0 5,
      pow_le_pow_of_le_one h0.le h1.le (by norm_num : 4 ≤ 5)]
  · refine tendsto_sub_nhds_zero_iff.1 (squeeze_zero_norm' ?_ hid)
    filter_upwards [Ioo_mem_nhdsGT (zero_lt_one' ℝ)] with x hx
    obtain ⟨h0, h1⟩ := hx
    have hne := h0.ne'
    show ‖(cos x - 1) / x ^ 2 - -1 / 2‖ ≤ x
    have e : (cos x - 1) / x ^ 2 - -1 / 2 = (cos x - (1 - x ^ 2 / 2)) / x ^ 2 := by
      field_simp
      ring
    rw [e, Real.norm_eq_abs, abs_div, abs_of_pos (pow_pos h0 2), div_le_iff₀ (pow_pos h0 2)]
    refine (cos_bound (by rw [abs_of_pos h0]; exact h1.le)).trans ?_
    rw [abs_of_pos h0]
    nlinarith [pow_pos h0 4, pow_pos h0 3,
      pow_le_pow_of_le_one h0.le h1.le (by norm_num : 3 ≤ 4)]
```

## (d) Cotangent and cosecant

**Task.** Show \((1 - x\cot x)/x^2 \to 1/3\) and \((x/\sin x - 1)/x^2 \to 1/6\) as \(x \to 0^+\).

**Solution.** First \(\sin x/x = 1 + x^2 A \to 1\). Next \(A - B = (\sin x - x\cos x)/x^3\), so
\[ \frac{1 - x\cot x}{x^2} = \frac{A - B}{\sin x/x} \to -\tfrac16 + \tfrac12 = \tfrac13, \qquad \frac{x/\sin x - 1}{x^2} = \frac{-A}{\sin x/x} \to \tfrac16 . \]

The proof turns on `congr'`, as do (f) and (g). A limit is first assembled for the right-hand expression, as in `(hA.sub hB).div hS one_ne_zero`. The lemma `congr'` then transfers it to any function that agrees with this expression eventually along the filter. The tactic `filter_upwards` names the set on which agreement is shown, here \(0 < x < 1\). There \(x \ne 0\) and \(\sin x \ne 0\), which `field_simp` needs to clear denominators.

```lean
/-- As `x → 0⁺`, `(1 - x cot x)/x² → 1/3` and `(x/sin x - 1)/x² → 1/6`. -/
theorem cot_cosec_expansion :
    Tendsto (fun x : ℝ => (1 - x * cot x) / x ^ 2) (𝓝[>] 0) (𝓝 (1 / 3)) ∧
    Tendsto (fun x : ℝ => (x / sin x - 1) / x ^ 2) (𝓝[>] 0) (𝓝 (1 / 6)) := by
  obtain ⟨hA, hB⟩ := sin_cos_expansion
  have hid : Tendsto (fun x : ℝ => x) (𝓝[>] 0) (𝓝 0) := tendsto_id.mono_left nhdsWithin_le_nhds
  -- sin x / x → 1
  have hS : Tendsto (fun x : ℝ => sin x / x) (𝓝[>] 0) (𝓝 1) := by
    have h := ((hid.pow 2).mul hA).const_add 1
    rw [show (1 : ℝ) + 0 ^ 2 * (-1 / 6) = 1 by norm_num] at h
    refine h.congr' ?_
    filter_upwards [self_mem_nhdsWithin] with x hx
    have hne := (Set.mem_Ioi.1 hx).ne'
    show 1 + x ^ 2 * ((sin x - x) / x ^ 3) = sin x / x
    field_simp
    ring
  constructor
  · have h := (hA.sub hB).div hS one_ne_zero
    rw [show ((-1 / 6 : ℝ) - -1 / 2) / 1 = 1 / 3 by norm_num] at h
    refine h.congr' ?_
    filter_upwards [Ioo_mem_nhdsGT (zero_lt_one' ℝ)] with x hx
    have hne := hx.1.ne'
    have hs := (sin_pos_of_pos_of_lt_pi hx.1 (by linarith [pi_gt_three, hx.2])).ne'
    show ((sin x - x) / x ^ 3 - (cos x - 1) / x ^ 2) / (sin x / x) = (1 - x * cot x) / x ^ 2
    rw [cot_eq_cos_div_sin]
    field_simp
    ring
  · have h := hA.neg.div hS one_ne_zero
    rw [show (-(-1 / 6 : ℝ)) / 1 = 1 / 6 by norm_num] at h
    refine h.congr' ?_
    filter_upwards [Ioo_mem_nhdsGT (zero_lt_one' ℝ)] with x hx
    have hne := hx.1.ne'
    have hs := (sin_pos_of_pos_of_lt_pi hx.1 (by linarith [pi_gt_three, hx.2])).ne'
    show (-((sin x - x) / x ^ 3)) / (sin x / x) = (x / sin x - 1) / x ^ 2
    field_simp
    ring
```

## (e) The half spacing

**Task.** Show that \(\pi/N \to 0\) through positive values as \(N \to \infty\).

**Solution.** A constant divided by a diverging quantity tends to zero, and \(\pi/N > 0\) once \(N \ge 1\). The lemma `tendsto_nhdsWithin_iff` splits the claim into these two statements. Positivity is what allows composition with the one-sided limits of (d).

```lean
/-- The half grid spacing `π/N` tends to zero from above as `N → ∞`. -/
theorem half_spacing_tendsto : Tendsto (fun N : ℕ => π / (N : ℝ)) atTop (𝓝[>] 0) := by
  refine tendsto_nhdsWithin_iff.2
    ⟨tendsto_const_nhds.div_atTop tendsto_natCast_atTop_atTop, ?_⟩
  filter_upwards [eventually_gt_atTop 0] with N hN
  exact div_pos pi_pos (Nat.cast_pos.2 hN)
```

## (f) Rate for the open shell

**Task.** For any real \(t\), show \(N^2(e_{\rm o}(p) - e_\infty) \to 2\pi t/3\) with \(N = 4p\), \(p \to \infty\).

**Solution.** With \(x = \pi/N\), \(1/N = x/\pi\), and (b) gives \(e_{\rm o} - e_\infty = \frac{2t}{\pi}(1 - x\cot x)\). Multiplying by \(N^2 = \pi^2/x^2\),
\[ N^2(e_{\rm o} - e_\infty) = 2\pi t\,\frac{1 - x\cot x}{x^2} \to \frac{2\pi t}{3}. \]
In Lean, `h` composes (d) with (e) and with `h4`, the divergence of \(4p\), and scales by \(2\pi t\). Agreement is shown for \(p \ge 1\), where (b) applies; `generalize` replaces the cotangent by a variable, leaving an identity of rational expressions. The theorem gives a limit and no error bound at finite \(p\).

```lean
/-- For `N = 4p → ∞`, `N²` times the deviation of the open-shell energy per site from
`-2t/π` tends to `2πt/3`. -/
theorem openShell_rate (t : ℝ) :
    Tendsto (fun p : ℕ => (4 * p : ℝ) ^ 2 * (openShellEnergy t p - bulkEnergy t))
      atTop (𝓝 (2 * π * t / 3)) := by
  have h4 : Tendsto (fun p : ℕ => 4 * p) atTop atTop :=
    tendsto_atTop_mono (fun p => by show p ≤ 4 * p; omega) tendsto_id
  have h := ((cot_cosec_expansion.1.comp half_spacing_tendsto).comp h4).const_mul (2 * π * t)
  rw [show 2 * π * t * (1 / 3) = 2 * π * t / 3 by ring] at h
  refine h.congr' ?_
  filter_upwards [eventually_ge_atTop 1] with p hp
  have h0 : (p : ℝ) ≠ 0 := Nat.cast_ne_zero.2 (by omega)
  have hpi := pi_ne_zero
  simp only [Function.comp_apply]
  rw [openShellEnergy_eq t hp, bulkEnergy]
  push_cast
  generalize cot (π / (4 * (p : ℝ))) = c
  field_simp
  ring
```

## (g) Rate for the cosecant function

**Task.** For any real \(t\), show \(N^2(e_{\rm c}(N) - e_\infty) \to -\pi t/3\) as \(N \to \infty\) through all natural numbers.

**Solution.** Again with \(x = \pi/N\), \(e_{\rm c} = -\frac{2t}{\pi}\,\frac{x}{\sin x}\), so
\[ N^2(e_{\rm c} - e_\infty) = -2\pi t\,\frac{x/\sin x - 1}{x^2} \to -\frac{\pi t}{3}. \]
The proof has the shape of (f), with agreement shown for \(N \ge 2\), where \(0 < \pi/N < \pi\). At \(N = 0\) and \(N = 1\) the denominator vanishes and Lean's division returns zero, which a limit along `atTop` ignores. The coefficient has the opposite sign and half the size of that in (f).

```lean
/-- As `N → ∞`, `N²` times the deviation of `-2t/(N sin(π/N))` from `-2t/π` tends to
`-πt/3`. -/
theorem cosec_rate (t : ℝ) :
    Tendsto (fun N : ℕ => (N : ℝ) ^ 2 * (cosecEnergy t N - bulkEnergy t))
      atTop (𝓝 (-π * t / 3)) := by
  have h := (cot_cosec_expansion.2.comp half_spacing_tendsto).const_mul (-2 * π * t)
  rw [show -2 * π * t * (1 / 6) = -π * t / 3 by ring] at h
  refine h.congr' ?_
  filter_upwards [eventually_ge_atTop 2] with N hN
  have h2 : (2 : ℝ) ≤ N := by exact_mod_cast hN
  have h0 : (N : ℝ) ≠ 0 := by linarith
  have hpi := pi_ne_zero
  have hs : sin (π / N) ≠ 0 := (sin_pos_of_pos_of_lt_pi (div_pos pi_pos (by linarith))
    (div_lt_self pi_pos (by linarith))).ne'
  simp only [Function.comp_apply, cosecEnergy, bulkEnergy]
  generalize sin (π / (N : ℝ)) = s at hs ⊢
  field_simp
  ring
```

## (h) Bracketing

**Task.** For \(t > 0\) and every \(p \ge 1\), show \(e_{\rm c}(4p) < e_\infty < e_{\rm o}(p)\).

**Solution.** Here \(0 < x = \pi/N \le \pi/4\), so \(\sin x < x < \tan x\). The first inequality gives \(x/\sin x > 1\), the second \(x\cot x < 1\). In the expressions of (g) and (f), with \(2t/\pi > 0\), these say \(e_{\rm c} - e_\infty < 0\) and \(e_{\rm o} - e_\infty > 0\). The statement `key` proves this for every real \(N \ge 4\): `h1` is \(N\sin x < \pi\), `h2` becomes \(\pi\cos x < N\sin x\), and `nlinarith` multiplies each gap by \(t\).

At \(p = 1\), \(t = 1\), \(e_{\rm c} = -2/(4\sin(\pi/4)) = -1/\sqrt2 \approx -0.7071\), \(e_\infty \approx -0.6366\) and \(e_{\rm o} = -0.5\). Scaled by \(N^2 = 16\), the deviations are about \(2.186\) and \(-1.128\) for \(e_{\rm o}\) and \(e_{\rm c}\), against the limits \(2.094\) and \(-1.047\). Without `ht` the claim fails: \(t = -1\), \(p = 1\) gives \(e_{\rm c} \approx 0.7071 > e_\infty \approx 0.6366 > e_{\rm o} = 0.5\), and \(t = 0\) makes all three zero. This failure concerns the defined expressions: for \(t < 0\) the levels \(|r| < p\) are the highest ones, and the three values are no longer ground-state energies. Those depend only on \(|t|\), since a change of sign of \(t\) amounts to a shift of \(k\) by \(\pi\), and they keep the order shown for \(t > 0\).

```lean
/-- For `t > 0` and every `N = 4p`, `p ≥ 1`, the value `-2t/π` lies strictly between
`-2t/(N sin(π/N))` and the open-shell energy per site. -/
theorem bracketing {t : ℝ} (ht : 0 < t) {p : ℕ} (hp : 1 ≤ p) :
    cosecEnergy t (4 * p) < bulkEnergy t ∧ bulkEnergy t < openShellEnergy t p := by
  have key : ∀ N : ℝ, 4 ≤ N → -2 * t / (N * sin (π / N)) < -2 * t / π ∧
      -2 * t / π < -2 * t * cot (π / N) / N := by
    intro N hN
    have hN0 : 0 < N := by linarith
    have hx : 0 < π / N := div_pos pi_pos hN0
    have hx2 : π / N < π / 2 := by
      rw [div_lt_div_iff₀ hN0 two_pos]; nlinarith [pi_pos]
    have hs : 0 < sin (π / N) := sin_pos_of_pos_of_lt_pi hx (by linarith [pi_pos])
    have hc : 0 < cos (π / N) := cos_pos_of_mem_Ioo ⟨by linarith, hx2⟩
    -- sin x < x < tan x
    have h1 := (lt_div_iff₀ hN0).1 (sin_lt hx)
    have h2 := lt_tan hx hx2
    rw [tan_eq_sin_div_cos, lt_div_iff₀ hc, div_mul_eq_mul_div, div_lt_iff₀ hN0] at h2
    constructor
    · rw [div_lt_div_iff₀ (mul_pos hN0 hs) pi_pos]
      nlinarith [mul_pos ht (sub_pos.2 h1)]
    · rw [cot_eq_cos_div_sin, ← mul_div_assoc, div_div,
        div_lt_div_iff₀ pi_pos (mul_pos hs hN0)]
      nlinarith [mul_pos ht (sub_pos.2 h2)]
  have hp1 : (1 : ℝ) ≤ p := by exact_mod_cast hp
  rw [openShellEnergy_eq t hp, cosecEnergy, bulkEnergy]
  push_cast
  exact key (4 * p) (by linarith)
```

## (i) The weighted average

**Task.** For any real \(t\), show \(N^2\left[\tfrac13\big(e_{\rm o}(p) + 2e_{\rm c}(4p)\big) - e_\infty\right] \to 0\) with \(N = 4p\), \(p \to \infty\).

**Solution.** The weights \(1/3\) and \(2/3\) sum to one, so the expression equals
\[ \tfrac13\left[N^2(e_{\rm o} - e_\infty) + 2N^2(e_{\rm c} - e_\infty)\right] \to \tfrac13\left[\frac{2\pi t}{3} - \frac{2\pi t}{3}\right] = 0 . \]
The code restricts (g) to \(N = 4p\) through `h4` and combines the limits linearly. The rearrangement holds for every \(p\), so plain `congr` suffices. The theorem says that the deviation vanishes faster than \(1/N^2\) and does not name the next power. At \(p = 1\), \(t = 1\) the average is \(-(0.5 + \sqrt2)/3 \approx -0.6381\), a scaled deviation of about \(-0.023\).

The bracketing in (h) may suggest equal weights. For \(t \ne 0\) these do not cancel the leading term, because the two coefficients differ in size: \(\tfrac12(2\pi t/3 - \pi t/3) = \pi t/6\) remains.

```lean
/-- For `N = 4p → ∞`, the average with weight `1/3` on the open-shell energy and `2/3` on
`-2t/(N sin(π/N))` deviates from `-2t/π` by an amount that vanishes faster than `1/N²`. -/
theorem weighted_average_rate (t : ℝ) :
    Tendsto (fun p : ℕ => (4 * p : ℝ) ^ 2 *
      ((openShellEnergy t p + 2 * cosecEnergy t (4 * p)) / 3 - bulkEnergy t)) atTop (𝓝 0) := by
  have h4 : Tendsto (fun p : ℕ => 4 * p) atTop atTop :=
    tendsto_atTop_mono (fun p => by show p ≤ 4 * p; omega) tendsto_id
  have h := ((openShell_rate t).add (((cosec_rate t).comp h4).const_mul 2)).div_const 3
  rw [show (2 * π * t / 3 + 2 * (-π * t / 3)) / 3 = 0 by ring] at h
  refine h.congr fun p => ?_
  simp only [Function.comp_apply]
  push_cast
  ring

end

end OpenShellRing
```

```lean
#print axioms OpenShellRing.openShell_rate
#print axioms OpenShellRing.bracketing
#print axioms OpenShellRing.weighted_average_rate
```

```
'OpenShellRing.openShell_rate' depends on axioms: [propext, Classical.choice, Quot.sound]
'OpenShellRing.bracketing' depends on axioms: [propext, Classical.choice, Quot.sound]
'OpenShellRing.weighted_average_rate' depends on axioms: [propext, Classical.choice, Quot.sound]
```
